# The Killing form of $\mathfrak{gl}(n)$ is $2n\,\mathrm{tr}(XY) - 2\,\mathrm{tr}X\,\mathrm{tr}Y$, and over $\mathbb{C}$ it is nondegenerate on traceless matrices

For an $n\times n$ matrix $X$ over a field, let $\mathrm{ad}\,X$ be the linear map $Z \mapsto XZ - ZX$ on the $n^2$-dimensional space of matrices. The trace of $\mathrm{ad}\,X\circ\mathrm{ad}\,Y$ over that space is

$$\kappa(X,Y) = 2n\,\mathrm{tr}(XY) - 2\,\mathrm{tr}X\,\mathrm{tr}Y .$$

This is the Killing form of $\mathfrak{gl}(n)$, the Lie algebra of all $n\times n$ matrices with the commutator as bracket. Over the complex numbers, a traceless $X$ with $\kappa(X,Y)=0$ for every traceless $Y$ is zero. Over another field the same conclusion holds whenever $2n\neq 0$ in that field.

## Commutator superoperators and orbital generators

With $n$ orthonormal spin orbitals, a one-body operator is $\hat X=\sum_{ij}X_{ij}\,a_i^\dagger a_j$, where $a_i^\dagger$ and $a_i$ create and annihilate an electron in orbital $i$. The commutator of two such operators is again a one-body operator, and its matrix is $XY-YX$. Orbital rotations and non-interacting electron dynamics in a finite orbital basis can therefore be handled with $n\times n$ matrices, and the Killing form is a pairing on those matrices built from commutators alone.

A code that propagates a density matrix $\rho$ by $\dot\rho=-\mathrm{i}[H,\rho]$, with $\hbar=1$, may store $\mathrm{ad}\,H$ as an $n^2\times n^2$ array. For a closed system with finitely many levels, the trace of the square of that array must equal $2n\,\mathrm{tr}(H^2)-2(\mathrm{tr}H)^2$, which needs only the $n\times n$ matrix $H$. For Hermitian $H$ this number is the sum of the squared transition frequencies over all ordered pairs of levels. The comparison exposes a wrong sign between the two terms of the commutator when $\mathrm{tr}H\neq0$. It does not expose a missing transpose in the flattening of $\rho$, because the transpose leaves all the traces involved unchanged.

Nondegeneracy matters when a traceless complex matrix is expanded in a basis $T_1,T_2,\dots$ of traceless generators. The array $\kappa(T_a,T_b)$ is then invertible, so the coefficients follow from the pairings with the basis by a linear solve, even if the basis is not orthogonal.

## From the double commutator to two traces

Let $E_{ij}$ be the matrix unit with entry 1 in row $i$, column $j$, and zeros elsewhere. For fixed matrices $A$ and $B$, the map $Z\mapsto AZB$ sends $E_{ij}$ to a matrix with entries

$$(AE_{ij}B)_{kl}=A_{ki}B_{jl}.$$

The coefficient of $E_{ij}$ in its own image is $A_{ii}B_{jj}$. Summing over all pairs gives the trace of the map:

$$\sum_{i,j}A_{ii}B_{jj}=\mathrm{tr}A\,\mathrm{tr}B.$$

The double commutator expands into four maps of this kind:

$$X(YZ-ZY)-(YZ-ZY)X = XYZ - XZY - YZX + ZYX .$$

Since the identity matrix $1$ has trace $n$, their traces add up to

$$n\,\mathrm{tr}(XY)-\mathrm{tr}X\,\mathrm{tr}Y-\mathrm{tr}Y\,\mathrm{tr}X+n\,\mathrm{tr}(YX).$$

Using $\mathrm{tr}(YX)=\mathrm{tr}(XY)$ gives the formula for $\kappa$.

### Level differences as roots

For a diagonal matrix with entries $h_i$,

$$[\mathrm{diag}(h),E_{ij}]=(h_i-h_j)E_{ij}.$$

For $i\neq j$ the matrix unit is a ladder operator. It corresponds to $a_i^\dagger a_j$, which moves an electron from orbital $j$ to orbital $i$. The factor $h_i-h_j$, as a linear function of $h$, is called a root. If the $h_i$ are the orbital energies of a non-interacting model, it is the energy change of that move. For a second diagonal matrix with entries $g_i$, the formula for $\kappa$ gives

$$2n\sum_i h_ig_i-2\sum_i h_i\sum_j g_j=\sum_{i,j}(h_i-h_j)(g_i-g_j),$$

as one sees by multiplying out the right-hand side.

### Which matrices are orthogonal to everything

Suppose $2n\neq0$ in the field and $\kappa(X,Y)=0$ for all $Y$. Put $M=2nX-2(\mathrm{tr}X)1$. Then $\mathrm{tr}(MY)=\kappa(X,Y)=0$ for all $Y$. Choosing $Y=E_{ji}$ gives $\mathrm{tr}(ME_{ji})=M_{ij}=0$, so $M=0$ and $X$ is a multiple of the identity. Conversely, for any scalar $c$,

$$\kappa(c1,Y)=2nc\,\mathrm{tr}Y-2nc\,\mathrm{tr}Y=0 .$$

Now let $X$ be traceless, and assume only that it is orthogonal to the traceless matrices. For arbitrary $Y$, the matrix $Y'=Y-(\mathrm{tr}Y/n)1$ is traceless, and

$$\kappa(X,Y)=\kappa(X,Y')+\frac{\mathrm{tr}Y}{n}\,\kappa(X,1)=0,$$

because $\kappa(X,1)=2n\,\mathrm{tr}X-2n\,\mathrm{tr}X=0$. Hence $X=c1$ for some $c$. Its trace $nc$ vanishes and $n\neq0$ in the field, so $c=0$ and $X=0$.

Over $\mathbb{C}$, $2n\neq0$ for every $n\geq1$, and for $n=0$ the only matrix is zero. If $2n=0$ in the field, the formula gives $\kappa(X,Y)=0$ for every traceless $X$ and every $Y$. For $n\geq2$ the nonzero matrix $E_{12}$ is then such an $X$, and nondegeneracy fails.

## The Lean source

```lean
import Mathlib

namespace KillingFormGL

noncomputable section

variable {K n : Type*} [Field K] [Fintype n] [DecidableEq n]

/-- The adjoint action of a matrix `X`: the linear map `Z ↦ X Z - Z X`. -/
def ad (X : Matrix n n K) : Matrix n n K →ₗ[K] Matrix n n K :=
  LinearMap.mulLeft K X - LinearMap.mulRight K X

/-- The Killing form of `gl(n)`: the trace of `ad X ∘ ad Y` over the space of all matrices. -/
def killing (X Y : Matrix n n K) : K :=
  LinearMap.trace K (Matrix n n K) (ad X ∘ₗ ad Y)

/-- Two-sided multiplication, the linear map `Z ↦ A Z B`. -/
def sandwich (A B : Matrix n n K) : Matrix n n K →ₗ[K] Matrix n n K :=
  LinearMap.mulLeft K A ∘ₗ LinearMap.mulRight K B

variable (K n) in
/-- A matrix read as the family of its entries, indexed by pairs (row, column). -/
def entries : Matrix n n K ≃ₗ[K] (n × n → K) where
  toFun M p := M p.1 p.2
  invFun f := Matrix.of fun i j => f (i, j)
  map_add' _ _ := rfl
  map_smul' _ _ := rfl
  left_inv _ := rfl
  right_inv _ := rfl

/-- The trace of the map `Z ↦ A Z B` is the product of the traces of `A` and `B`. -/
theorem trace_sandwich (A B : Matrix n n K) :
    LinearMap.trace K (Matrix n n K) (sandwich A B) = A.trace * B.trace := by
  -- the diagonal element of the map at the matrix unit `E i j`
  have entry : ∀ i j, entries K n (sandwich A B
      ((entries K n).symm (Pi.single (i, j) 1))) (i, j) = A i i * B j j := by
    intro i j
    have hs : (entries K n).symm (Pi.single (i, j) (1 : K)) = Matrix.single i j 1 := by
      ext k l
      change (Pi.single (i, j) (1 : K) : n × n → K) (k, l) = _
      rw [Pi.single_apply, Matrix.single_apply]
      exact if_congr ⟨fun h => by cases h; exact ⟨rfl, rfl⟩,
        fun h => by rw [h.1, h.2]⟩ rfl rfl
    change (A * ((entries K n).symm (Pi.single (i, j) 1) * B)) i j = _
    rw [hs, Matrix.mul_apply, Finset.sum_eq_single i]
    · simp [Matrix.mul_apply, Matrix.single_apply]
    · intro k _ hk
      simp [Matrix.mul_apply, hk.symm]
    · simp
  rw [LinearMap.trace_eq_matrix_trace K (Module.Basis.ofEquivFun (entries K n))]
  simp only [Matrix.trace, Matrix.diag_apply, LinearMap.toMatrix_apply,
    Module.Basis.ofEquivFun_repr_apply, Module.Basis.coe_ofEquivFun,
    Fintype.sum_prod_type, entry]
  rw [Finset.sum_mul_sum]

/-- The Killing form of `gl(n)` over any field is `2n tr(XY) - 2 tr(X) tr(Y)`. -/
theorem killing_eq (X Y : Matrix n n K) :
    killing X Y = 2 * (Fintype.card n : K) * (X * Y).trace - 2 * X.trace * Y.trace := by
  -- expand the double commutator into four two-sided multiplications
  have h : ad X ∘ₗ ad Y =
      sandwich (X * Y) 1 - sandwich X Y - sandwich Y X + sandwich 1 (Y * X) := by
    refine LinearMap.ext fun Z => ?_
    simp only [ad, sandwich, LinearMap.comp_apply, LinearMap.sub_apply, LinearMap.add_apply,
      LinearMap.mulLeft_apply, LinearMap.mulRight_apply]
    noncomm_ring
  rw [killing, h]
  simp only [map_add, map_sub, trace_sandwich, Matrix.trace_one]
  rw [Matrix.trace_mul_comm Y X]
  ring

/-- The commutator of the diagonal matrix with entries `h` with the matrix unit `E i j` is
`h i - h j` times that matrix unit. -/
theorem ad_diagonal_single (h : n → K) (i j : n) :
    ad (Matrix.diagonal h) (Matrix.single i j 1) = (h i - h j) • Matrix.single i j (1 : K) := by
  ext k l
  simp only [ad, LinearMap.sub_apply, LinearMap.mulLeft_apply, LinearMap.mulRight_apply,
    Matrix.sub_apply, Matrix.diagonal_mul, Matrix.mul_diagonal, Matrix.smul_apply,
    Matrix.single_apply, smul_eq_mul]
  split_ifs with hkl
  · rw [hkl.1, hkl.2]
    ring
  · ring

/-- On the diagonal matrices with entries `h` and `g` the Killing form is the sum of
`(h i - h j) * (g i - g j)` over all ordered pairs `(i, j)`. -/
theorem killing_diagonal (h g : n → K) :
    killing (Matrix.diagonal h) (Matrix.diagonal g) =
      ∑ i, ∑ j, (h i - h j) * (g i - g j) := by
  rw [killing_eq, Matrix.diagonal_mul_diagonal]
  simp only [Matrix.trace_diagonal, sub_mul, mul_sub, Finset.sum_sub_distrib,
    Finset.sum_const, Finset.card_univ, nsmul_eq_mul]
  simp only [← Finset.mul_sum, ← Finset.sum_mul]
  ring

/-- A matrix whose product with every matrix has trace zero is the zero matrix. -/
theorem eq_zero_of_trace_mul (M : Matrix n n K) (h : ∀ Y : Matrix n n K, (M * Y).trace = 0) :
    M = 0 := by
  ext i j
  -- the matrix unit `E j i` picks out the entry `M i j`
  have hij := h (Matrix.single j i 1)
  simpa [Matrix.trace, Matrix.mul_apply, Matrix.single_apply, ite_and] using hij

/-- If `2n` is nonzero in the field, the matrices orthogonal to all of `gl(n)` under the Killing
form are exactly the multiples of the identity. -/
theorem killing_radical (hn : 2 * (Fintype.card n : K) ≠ 0) (X : Matrix n n K) :
    (∀ Y, killing X Y = 0) ↔ ∃ c : K, X = c • (1 : Matrix n n K) := by
  constructor
  · intro h
    have hM : (2 * (Fintype.card n : K)) • X - (2 * X.trace) • (1 : Matrix n n K) = 0 := by
      refine eq_zero_of_trace_mul _ fun Y => ?_
      have hY := h Y
      rw [killing_eq] at hY
      simp only [Matrix.sub_mul, Matrix.smul_mul, Matrix.one_mul, Matrix.trace_sub,
        Matrix.trace_smul, smul_eq_mul]
      linear_combination hY
    refine ⟨(2 * (Fintype.card n : K))⁻¹ * (2 * X.trace), ?_⟩
    rw [mul_smul, ← sub_eq_zero.mp hM, smul_smul, inv_mul_cancel₀ hn, one_smul]
  · rintro ⟨c, rfl⟩ Y
    rw [killing_eq]
    simp only [Matrix.smul_mul, Matrix.one_mul, Matrix.trace_smul, Matrix.trace_one, smul_eq_mul]
    ring

/-- If `2n` is nonzero in the field, a traceless matrix that is orthogonal to all traceless
matrices under the Killing form is zero. -/
theorem killing_nondegenerate (hn : 2 * (Fintype.card n : K) ≠ 0) (X : Matrix n n K)
    (hX : X.trace = 0) (h : ∀ Y : Matrix n n K, Y.trace = 0 → killing X Y = 0) : X = 0 := by
  have hn' : (Fintype.card n : K) ≠ 0 := right_ne_zero_of_mul hn
  have hall : ∀ Y, killing X Y = 0 := by
    intro Y
    -- remove the trace of `Y` by subtracting a multiple of the identity
    have h1 := h (Y - (Y.trace / (Fintype.card n : K)) • (1 : Matrix n n K)) (by
      rw [Matrix.trace_sub, Matrix.trace_smul, Matrix.trace_one, smul_eq_mul,
        div_mul_cancel₀ _ hn', sub_self])
    rw [killing_eq] at h1 ⊢
    simp only [Matrix.mul_sub, Matrix.mul_smul, Matrix.mul_one, Matrix.trace_sub,
      Matrix.trace_smul, hX, smul_eq_mul] at h1
    rw [hX]
    linear_combination h1
  obtain ⟨c, rfl⟩ := (killing_radical hn X).mp hall
  rw [Matrix.trace_smul, Matrix.trace_one, smul_eq_mul] at hX
  rw [(mul_eq_zero.mp hX).resolve_right hn', zero_smul]

/-- Over the complex numbers the Killing form of `gl(n)` is nondegenerate on traceless matrices:
a traceless matrix orthogonal to all traceless matrices is zero. -/
theorem killing_nondegenerate_complex (X : Matrix n n ℂ) (hX : X.trace = 0)
    (h : ∀ Y : Matrix n n ℂ, Y.trace = 0 → killing X Y = 0) : X = 0 := by
  rcases isEmpty_or_nonempty n with he | hne
  · ext i j
    exact isEmptyElim i
  · exact killing_nondegenerate
      (mul_ne_zero two_ne_zero (Nat.cast_ne_zero.mpr Fintype.card_ne_zero)) X hX h

/-- If `2n` vanishes in the field, every traceless matrix is orthogonal to all matrices under the
Killing form. -/
theorem killing_degenerate (hn : 2 * (Fintype.card n : K) = 0) (X Y : Matrix n n K)
    (hX : X.trace = 0) : killing X Y = 0 := by
  rw [killing_eq, hn, hX]
  ring

end

end KillingFormGL
```

```lean
#print axioms KillingFormGL.ad_diagonal_single
#print axioms KillingFormGL.killing_diagonal
#print axioms KillingFormGL.killing_nondegenerate_complex
#print axioms KillingFormGL.killing_degenerate
```

```
'KillingFormGL.ad_diagonal_single' depends on axioms: [propext, Classical.choice, Quot.sound]
'KillingFormGL.killing_diagonal' depends on axioms: [propext, Classical.choice, Quot.sound]
'KillingFormGL.killing_nondegenerate_complex' depends on axioms: [propext, Classical.choice, Quot.sound]
'KillingFormGL.killing_degenerate' depends on axioms: [propext, Classical.choice, Quot.sound]
```

## What the theorems say, and how far they reach

### Lean objects and their meaning

`K` is an arbitrary field. The letter `n` differs from the usual notation: in Lean it is a finite type of labels, such as orbital labels, and the number $n$ of the text is `Fintype.card n`, read as an element of `K`. The map `ad X` is the commutator map, and `killing X Y` is the trace of the composition `ad X ∘ₗ ad Y`. That trace is Mathlib's `LinearMap.trace`, which does not depend on a basis, so the formula is derived and not built into the definition.

- `killing_eq` is the trace formula, for every field and every finite size.
- `ad_diagonal_single` and `killing_diagonal` are the ladder relation and the sum over level differences. The families `h` and `g` are the diagonal entries.
- `killing_radical` says that, if $2n\neq0$ in `K`, a matrix is orthogonal to all matrices exactly when it is a multiple of the identity.
- `killing_nondegenerate` is the statement for traceless matrices under the same hypothesis, called `hn`. It requires that neither 2 nor the number of orbitals vanish in `K`. With at least one orbital, this can fail only in fields of positive characteristic.
- `killing_nondegenerate_complex` has no hypothesis on the size.
- `killing_degenerate` treats the case $2n=0$.

### The lemmas behind them

`sandwich A B` is the map $Z\mapsto AZB$, and `entries` reads a matrix as a list of numbers indexed by (row, column). In `trace_sandwich`, the intermediate claim `entry` computes the diagonal element $A_{ii}B_{jj}$. The lemma `LinearMap.trace_eq_matrix_trace` then turns the abstract trace into a sum of these elements, and `Finset.sum_mul_sum` factors the sum into two traces.

In `killing_eq`, the claim `h` is the four-term expansion of the double commutator. The tactic `noncomm_ring` checks it without assuming that matrices commute. After `trace_sandwich` has been applied to each term, `Matrix.trace_mul_comm` identifies $\mathrm{tr}(YX)$ with $\mathrm{tr}(XY)$.

`ad_diagonal_single` is checked entry by entry. `killing_diagonal` follows from `killing_eq` by expanding the double sum, as in the derivation above, and does not use the ladder relation.

`eq_zero_of_trace_mul` inserts the matrix unit $E_{ji}$ to read off $M_{ij}$. `killing_radical` applies it to the matrix called $M$ above, and `linear_combination` matches $\mathrm{tr}(MY)$ with $\kappa(X,Y)$. In `killing_nondegenerate`, the step `h1` uses the hypothesis for $Y$ with its trace removed, and `hall` extends orthogonality to all matrices. The complex version treats an empty label type separately and otherwise supplies the proof that $2n\neq0$.

### Limits for a simulation code

The step from these matrices to electrons is the correspondence $X\mapsto\hat X$, which preserves commutators; that fact, like the remarks on stored arrays, rests on ordinary argument and not on the Lean proof. The trace in `killing` runs over $n\times n$ matrices, not over operators on the many-electron Fock space, where the corresponding trace has a different value in general. Two-body interactions lie outside the one-body algebra considered here.

The form is bilinear, with no complex conjugation, and nondegenerate does not mean positive. For $n\geq2$, $\kappa(E_{12},E_{12})=0$ although $E_{12}\neq0$; its partner is the reverse ladder operator, with $\kappa(E_{12},E_{21})=2n$. The form therefore does not supply a norm on complex matrices. A pairing that does is $\mathrm{tr}(X^\dagger Y)$, where $X^\dagger$ is the conjugate transpose.

Even for traceless arguments, `killing` takes its trace over all $n^2$ dimensions. The Killing form of $\mathfrak{sl}(n)$, the Lie algebra of traceless matrices, uses only the traceless subspace. The two values agree, because every commutator is traceless and the remaining directions add nothing to the trace.

The theorems concern elements of a field, and floating-point numbers do not form one. When the levels of a Hermitian $H$ lie close together but far from zero, the two terms in $2n\,\mathrm{tr}(H^2)-2(\mathrm{tr}H)^2$ nearly cancel and digits are lost. Putting $H-(\mathrm{tr}H/n)1$ in place of $H$ in this formula leaves the value unchanged and removes the large terms. The stored array should still be built from $H$ itself, because the sign test above needs $\mathrm{tr}H\neq0$.
